# A positive, twice differentiable, decaying function on the line has a Laplacian kinetic-energy density of both signs

## Before taking a square root of the density

A routine that takes the real square root of a kinetic-energy density on a grid needs non-negative input. For a real orbital ψ on the line, in units ħ = m = 1, two common forms are

t_L = −ψψ''/2,  t_G = ψ'²/2.

The gradient form t_G is never negative. For a single positive, twice differentiable orbital on the line that decays at both ends, the Laplacian form t_L always has negative values, so they are no sign of a numerical fault by themselves. The two forms are related by (ψ²)'' = 2ψ'² + 2ψψ'', which gives

t_L = t_G − (ψ²)''/4.

## Signs in the tails and in between

The main theorem, `laplacianDensity_changes_sign`, takes a real function `ψ : ℝ → ℝ`. The hypotheses `h1` and `h2` say that ψ and ψ' are differentiable everywhere. This excludes cusps, as in exp(−|x|), and jumps in ψ'', as at the edges of a finite square well. `hpos` says that ψ > 0, and `htop` and `hbot` say that ψ → 0 at +∞ and −∞. Neither normalisation nor a Schrödinger equation is assumed.

The conclusion is that t_G ≥ 0 everywhere, that t_L > 0 somewhere, and that for every R there are points on both sides of R with t_L < 0. In the file, t_L is `laplacianDensity` and t_G is `gradientDensity`.

Besides `h1` and `h2`, the two tail theorems need only decay on their own side and no nodes beyond R, so they also cover orbitals with nodes further in. Complex orbitals and sums over several orbitals are not treated.

## Following the slope

Let ψ be positive beyond R and tend to zero on the right, and suppose that ψ'' ≤ 0 for all x > R. Put a = R + 1 and choose b > a with ψ(b) < ψ(a). By the mean value theorem some c between a and b has

ψ'(c) = (ψ(b) − ψ(a))/(b − a) < 0.

For any d > c there is an e between c and d with

ψ'(d) − ψ'(c) = ψ''(e)(d − c) ≤ 0.

Let t = ψ(b)/(−ψ'(c)) > 0. For some d between b and b + t,

ψ(b + t) = ψ(b) + tψ'(d) ≤ ψ(b) + tψ'(c) = 0,

which contradicts positivity. Hence ψ'' > 0 somewhere beyond R, and t_L < 0 there. A tail without nodes has constant sign, and t_L is unchanged under ψ → −ψ, so negative tails are covered. Replacing x by −x gives the left tail.

For the positive value, choose a < 0 < b with ψ(a) and ψ(b) both below ψ(0). Then ψ'(d) > 0 for some d in (a, 0), and ψ'(c) < 0 for some c in (0, b). Some e between d and c satisfies

ψ''(e) = (ψ'(c) − ψ'(d))/(c − d) < 0,

so t_L(e) > 0.

A likely slip is to conclude that t_L is negative throughout the far tail. The function (2 + sin 3x)/(1 + x²) is positive and decays, but its curvature keeps changing sign however far out one goes.

## A Gaussian, and a radial function in three dimensions

For ψ = exp(−x²/2), ψ' = −xψ and ψ'' = (x² − 1)ψ, so

t_L = (1 − x²)exp(−x²)/2,

which is negative exactly when x² > 1. Normalising ψ divides this by √π.

For a radial function in three dimensions, ψ'' is replaced by ψ'' + 2ψ'/r. For ψ = 1/√(1 + r²),

ψ' = −rψ³,  ψ'' = −ψ³ + 3r²ψ⁵.

Since (1 + r²)ψ² = 1, the Laplacian is −3ψ³ + 3r²ψ⁵ = −3ψ⁵, and the density is 3ψ⁶/2 > 0 for r ≠ 0. Positivity and decay alone are therefore not enough there. This function is not square-integrable, so the example does not settle the case of bound states.

## The Lean file

```lean
import Mathlib

open Filter Topology

namespace LaplacianKineticDensity

noncomputable section

/-- The Laplacian form `-ψ ψ'' / 2` of the kinetic-energy density on the line. -/
def laplacianDensity (ψ : ℝ → ℝ) (x : ℝ) : ℝ := -(1 / 2) * ψ x * deriv (deriv ψ) x

/-- The gradient form `ψ'² / 2` of the kinetic-energy density on the line. -/
def gradientDensity (ψ : ℝ → ℝ) (x : ℝ) : ℝ := (deriv ψ x) ^ 2 / 2

/-- The Laplacian form of a radial function in three dimensions,
`-ψ (ψ'' + 2 ψ' / r) / 2`. -/
def radialLaplacianDensity (ψ : ℝ → ℝ) (r : ℝ) : ℝ :=
  -(1 / 2) * ψ r * (deriv (deriv ψ) r + 2 / r * deriv ψ r)

/-- The radial function `1 / √(1 + r²)`. -/
def softCoulomb (r : ℝ) : ℝ := (√(1 + r ^ 2))⁻¹

variable {ψ : ℝ → ℝ}

/-- For a twice differentiable `ψ`, the Laplacian density is the gradient density minus a quarter of
the second derivative of `ψ²`. -/
theorem laplacianDensity_eq (h1 : Differentiable ℝ ψ) (h2 : Differentiable ℝ (deriv ψ))
    (x : ℝ) : laplacianDensity ψ x =
      gradientDensity ψ x - 1 / 4 * deriv (deriv (fun y => ψ y ^ 2)) x := by
  have h : deriv (fun y => ψ y ^ 2) = fun y => 2 * ψ y * deriv ψ y := by
    funext y
    have hy : HasDerivAt (fun y => ψ y ^ 2) (2 * ψ y * deriv ψ y) y :=
      ((h1 y).hasDerivAt.fun_pow 2).congr_deriv (by norm_num)
    exact hy.deriv
  have h' : HasDerivAt (fun y => 2 * ψ y * deriv ψ y)
      (2 * deriv ψ x * deriv ψ x + 2 * ψ x * deriv (deriv ψ) x) x :=
    ((h1 x).hasDerivAt.const_mul 2).fun_mul (h2 x).hasDerivAt
  rw [h, h'.deriv, laplacianDensity, gradientDensity]
  ring

/-- The change of a differentiable function over an interval is the length of the interval
times the slope at some interior point. -/
theorem mean_slope {f : ℝ → ℝ} (hf : Differentiable ℝ f) {a b : ℝ} (hab : a < b) :
    ∃ c, a < c ∧ c < b ∧ f b - f a = deriv f c * (b - a) := by
  obtain ⟨c, hc, h⟩ := exists_deriv_eq_slope f hab hf.continuous.continuousOn hf.differentiableOn
  refine ⟨c, hc.1, hc.2, ?_⟩
  rw [h, div_mul_cancel₀ _ (sub_pos.2 hab).ne']

/-- A twice differentiable wavefunction that is positive beyond `R` and decays to zero on the right
has positive curvature at some point beyond `R`. -/
theorem exists_convex_point (h1 : Differentiable ℝ ψ) (h2 : Differentiable ℝ (deriv ψ))
    (R : ℝ) (hpos : ∀ x, R < x → 0 < ψ x) (hlim : Tendsto ψ atTop (𝓝 0)) :
    ∃ x, R < x ∧ 0 < deriv (deriv ψ) x := by
  by_contra hcon
  have hle : ∀ x, R < x → deriv (deriv ψ) x ≤ 0 :=
    fun x hx => not_lt.1 fun h => hcon ⟨x, hx, h⟩
  -- decay forces a negative slope at some point `c`
  obtain ⟨b, hb, hab⟩ := ((hlim.eventually_lt_const (hpos (R + 1) (by linarith))).and
    (eventually_gt_atTop (R + 1))).exists
  obtain ⟨c, hac, hcb, hc⟩ := mean_slope h1 hab
  have hneg : deriv ψ c < 0 := by
    by_contra h
    have := mul_nonneg (not_lt.1 h) (sub_pos.2 hab).le
    linarith
  -- at that slope the function reaches zero after a further distance `t`
  obtain ⟨t, ht, ht'⟩ : ∃ t, 0 < t ∧ t * (-deriv ψ c) = ψ b :=
    ⟨ψ b / (-deriv ψ c), div_pos (hpos b (by linarith)) (neg_pos.2 hneg),
      div_mul_cancel₀ _ (neg_pos.2 hneg).ne'⟩
  obtain ⟨d, hbd, _, hd⟩ := mean_slope h1 (show b < b + t by linarith)
  obtain ⟨e, hce, _, he⟩ := mean_slope h2 (show c < d by linarith)
  have h3 : deriv ψ d ≤ deriv ψ c := by
    have := mul_nonneg (neg_nonneg.2 (hle e (by linarith))) (show 0 ≤ d - c by linarith)
    linarith
  have h4 := hpos (b + t) (by linarith)
  have h5 := mul_le_mul_of_nonneg_right h3 ht.le
  rw [add_sub_cancel_left] at hd
  linarith

/-- If a twice differentiable wavefunction decays to the right and has no node beyond `R`, its
Laplacian kinetic-energy density is negative at some point beyond `R`. -/
theorem negative_in_right_tail (h1 : Differentiable ℝ ψ) (h2 : Differentiable ℝ (deriv ψ))
    (R : ℝ) (hne : ∀ x, R < x → ψ x ≠ 0) (hlim : Tendsto ψ atTop (𝓝 0)) :
    ∃ x, R < x ∧ laplacianDensity ψ x < 0 := by
  -- without nodes the sign is constant
  have sign : ∀ φ : ℝ → ℝ, Continuous φ → (∀ x, R < x → φ x ≠ 0) → 0 < φ (R + 1) →
      ∀ x, R < x → 0 < φ x := by
    intro φ hc hn h0 x hx
    by_contra h
    obtain ⟨y, hy, hy0⟩ := isPreconnected_Ioi.intermediate_value
      (show x ∈ Set.Ioi R from hx) (show R + 1 ∈ Set.Ioi R from lt_add_one R)
      hc.continuousOn ⟨not_lt.1 h, h0.le⟩
    exact hn y hy hy0
  rcases lt_or_gt_of_ne (hne (R + 1) (lt_add_one R)) with hs | hs
  · have hd : deriv (fun y => -ψ y) = fun y => -deriv ψ y :=
      funext fun y => (h1 y).hasDerivAt.fun_neg.deriv
    have hp := sign (fun y => -ψ y) h1.continuous.neg
      (fun x hx => neg_ne_zero.2 (hne x hx)) (neg_pos.2 hs)
    obtain ⟨x, hx, hx'⟩ := exists_convex_point (ψ := fun y => -ψ y) h1.neg
      (by rw [hd]; exact h2.neg) R hp (by simpa using hlim.neg)
    rw [hd, (h2 x).hasDerivAt.fun_neg.deriv] at hx'
    refine ⟨x, hx, ?_⟩
    have := mul_pos (hp x hx) hx'
    unfold laplacianDensity
    linarith
  · have hp := sign ψ h1.continuous hne hs
    obtain ⟨x, hx, hx'⟩ := exists_convex_point h1 h2 R hp hlim
    refine ⟨x, hx, ?_⟩
    have := mul_pos (hp x hx) hx'
    unfold laplacianDensity
    linarith

/-- If a twice differentiable wavefunction decays to the left and has no node to the left of `R`,
its Laplacian kinetic-energy density is negative at some point to the left of `R`. -/
theorem negative_in_left_tail (h1 : Differentiable ℝ ψ) (h2 : Differentiable ℝ (deriv ψ))
    (R : ℝ) (hne : ∀ x, x < R → ψ x ≠ 0) (hlim : Tendsto ψ atBot (𝓝 0)) :
    ∃ x, x < R ∧ laplacianDensity ψ x < 0 := by
  -- reflect the line and use the right tail
  have hd : deriv (fun y => ψ (-y)) = fun y => -deriv ψ (-y) := by
    funext y
    rw [deriv_comp_neg]
  obtain ⟨x, hx, hx'⟩ := negative_in_right_tail (ψ := fun y => ψ (-y))
    (h1.comp differentiable_neg) (by rw [hd]; exact (h2.comp differentiable_neg).neg) (-R)
    (fun x hx => hne (-x) (by linarith)) (hlim.comp tendsto_neg_atTop_atBot)
  refine ⟨-x, by linarith, ?_⟩
  simpa [laplacianDensity, hd, deriv_comp_neg] using hx'

/-- For a positive, twice differentiable wavefunction on the line that decays at both ends, the
gradient density is nonnegative everywhere, while the Laplacian density is positive somewhere and is
negative at points arbitrarily far out on either side. -/
theorem laplacianDensity_changes_sign (h1 : Differentiable ℝ ψ)
    (h2 : Differentiable ℝ (deriv ψ)) (hpos : ∀ x, 0 < ψ x)
    (htop : Tendsto ψ atTop (𝓝 0)) (hbot : Tendsto ψ atBot (𝓝 0)) :
    (∀ x, 0 ≤ gradientDensity ψ x) ∧ (∃ x, 0 < laplacianDensity ψ x) ∧
      ∀ R, (∃ x, R < x ∧ laplacianDensity ψ x < 0) ∧
        (∃ x, x < R ∧ laplacianDensity ψ x < 0) := by
  refine ⟨fun x => by unfold gradientDensity; positivity, ?_, fun R =>
    ⟨negative_in_right_tail h1 h2 R (fun x _ => (hpos x).ne') htop,
      negative_in_left_tail h1 h2 R (fun x _ => (hpos x).ne') hbot⟩⟩
  -- the slope is positive somewhere on the left and negative somewhere on the right
  obtain ⟨b, hb, hb0⟩ :=
    ((htop.eventually_lt_const (hpos 0)).and (eventually_gt_atTop 0)).exists
  obtain ⟨a, ha, ha0⟩ :=
    ((hbot.eventually_lt_const (hpos 0)).and (eventually_lt_atBot 0)).exists
  obtain ⟨c, hc0, _, hc⟩ := mean_slope h1 hb0
  obtain ⟨d, _, hd0, hd⟩ := mean_slope h1 ha0
  have hc' : deriv ψ c < 0 := by
    by_contra h
    nlinarith [mul_nonneg (not_lt.1 h) (sub_pos.2 hb0).le]
  have hd' : 0 < deriv ψ d := by
    by_contra h
    nlinarith [mul_nonneg (neg_nonneg.2 (not_lt.1 h)) (sub_pos.2 ha0).le]
  obtain ⟨e, _, _, he⟩ := mean_slope h2 (show d < c by linarith)
  have he' : deriv (deriv ψ) e < 0 := by
    by_contra h
    nlinarith [mul_nonneg (not_lt.1 h) (show 0 ≤ c - d by linarith)]
  refine ⟨e, ?_⟩
  have := mul_pos (hpos e) (neg_pos.2 he')
  unfold laplacianDensity
  linarith

/-- For the Gaussian `exp (-x²/2)` the Laplacian density is negative exactly where `x² > 1`. -/
theorem gaussian_negative_iff (x : ℝ) :
    laplacianDensity (fun y => Real.exp (-y ^ 2 / 2)) x < 0 ↔ 1 < x ^ 2 := by
  have h : ∀ y : ℝ, HasDerivAt (fun y : ℝ => Real.exp (-y ^ 2 / 2))
      (-y * Real.exp (-y ^ 2 / 2)) y := by
    intro y
    have h0 : HasDerivAt (fun y : ℝ => -y ^ 2 / 2) (-y) y :=
      ((hasDerivAt_pow 2 y).fun_neg.div_const 2).congr_deriv (by norm_num; ring)
    exact h0.exp.congr_deriv (by ring)
  have hd : deriv (fun y : ℝ => Real.exp (-y ^ 2 / 2)) =
      fun y => -y * Real.exp (-y ^ 2 / 2) := funext fun y => (h y).deriv
  have h' := ((hasDerivAt_id' x).fun_neg.fun_mul (h x)).deriv
  have hg : 0 < Real.exp (-x ^ 2 / 2) ^ 2 := by positivity
  have key : laplacianDensity (fun y => Real.exp (-y ^ 2 / 2)) x =
      (1 - x ^ 2) / 2 * Real.exp (-x ^ 2 / 2) ^ 2 := by
    rw [laplacianDensity, hd, h']
    ring
  rw [key]
  constructor
  · intro hx
    by_contra hn
    have := mul_nonneg (show 0 ≤ (1 - x ^ 2) / 2 by linarith) hg.le
    linarith
  · intro hx
    exact mul_neg_of_neg_of_pos (by linarith) hg

/-- In three dimensions the radial function `1 / √(1 + r²)` is positive and decays to zero,
yet its Laplacian density is positive at every `r ≠ 0`, with the value `3 ψ⁶ / 2`. -/
theorem three_dimensional_counterexample :
    (∀ r, 0 < softCoulomb r) ∧ Tendsto softCoulomb atTop (𝓝 0) ∧
      ∀ r, r ≠ 0 → radialLaplacianDensity softCoulomb r = 3 / 2 * softCoulomb r ^ 6 ∧
        0 < radialLaplacianDensity softCoulomb r := by
  have hp : ∀ r, 0 < softCoulomb r := fun r => by unfold softCoulomb; positivity
  have d1 : ∀ r, HasDerivAt softCoulomb (-r * softCoulomb r ^ 3) r := by
    intro r
    have h0 : HasDerivAt (fun y : ℝ => 1 + y ^ 2) (2 * r) r :=
      ((hasDerivAt_pow 2 r).const_add 1).congr_deriv (by norm_num)
    have hs : √(1 + r ^ 2) ≠ 0 := by positivity
    exact ((h0.sqrt (by positivity)).inv hs).congr_deriv (by
      simp only [softCoulomb]
      field_simp)
  refine ⟨hp, ?_, fun r hr => ?_⟩
  · exact tendsto_inv_atTop_zero.comp (Real.tendsto_sqrt_atTop.comp
      (tendsto_atTop_add_const_left _ 1 (tendsto_pow_atTop two_ne_zero)))
  · have hd : deriv softCoulomb = fun y => -y * softCoulomb y ^ 3 :=
      funext fun y => (d1 y).deriv
    have d2 : HasDerivAt (fun y => -y * softCoulomb y ^ 3)
        (-softCoulomb r ^ 3 + 3 * r ^ 2 * softCoulomb r ^ 5) r :=
      ((hasDerivAt_id' r).fun_neg.fun_mul ((d1 r).fun_pow 3)).congr_deriv (by
        norm_num
        ring)
    have key : softCoulomb r ^ 2 * (1 + r ^ 2) = 1 := by
      have h : (0 : ℝ) < 1 + r ^ 2 := by positivity
      rw [softCoulomb, inv_pow, Real.sq_sqrt h.le, inv_mul_cancel₀ h.ne']
    have hr' : 2 / r * (-r * softCoulomb r ^ 3) = -2 * softCoulomb r ^ 3 := by
      field_simp
    have e : radialLaplacianDensity softCoulomb r = 3 / 2 * softCoulomb r ^ 6 := by
      rw [radialLaplacianDensity, hd, d2.deriv, hr']
      linear_combination (-(3 / 2) * softCoulomb r ^ 4) * key
    refine ⟨e, ?_⟩
    rw [e]
    have := hp r
    positivity

end

end LaplacianKineticDensity
```

```lean
#print axioms LaplacianKineticDensity.laplacianDensity_eq
#print axioms LaplacianKineticDensity.laplacianDensity_changes_sign
#print axioms LaplacianKineticDensity.gaussian_negative_iff
#print axioms LaplacianKineticDensity.three_dimensional_counterexample
```

```
'LaplacianKineticDensity.laplacianDensity_eq' depends on axioms: [propext, Classical.choice, Quot.sound]
'LaplacianKineticDensity.laplacianDensity_changes_sign' depends on axioms: [propext, Classical.choice, Quot.sound]
'LaplacianKineticDensity.gaussian_negative_iff' depends on axioms: [propext, Classical.choice, Quot.sound]
'LaplacianKineticDensity.three_dimensional_counterexample' depends on axioms: [propext, Classical.choice, Quot.sound]
```

## How the proof follows the derivation

`laplacianDensity_eq` proves the relation between the two densities by the product rule. `mean_slope` is the mean value theorem without the quotient, and it supplies every intermediate point above.

`exists_convex_point` is the tail argument by contradiction, with the same a, b, c, d, e and t, except that a is written `R + 1`; `linarith` combines the inequalities at the end. `negative_in_right_tail` obtains constant sign from the intermediate value theorem and treats the two signs separately. `negative_in_left_tail` applies it to `fun y => ψ (-y)`.

The main theorem combines both tails with the rising and falling slopes. The two examples compute their derivatives explicitly; in the radial one, `key` is the identity (1 + r²)ψ² = 1, which `linear_combination` uses to reach 3ψ⁶/2.
